# Energy of a half-filled extended Hubbard configuration without hopping, relative to one electron per site on a finite regular graph, as a weighted sum of squares

The declaration concerns classical electron configurations on a finite graph where every site has `z` neighbours, with occupations nᵢ of 0, 1 or 2 and as many electrons as sites. The energy is U·nᵢ(nᵢ − 1)/2 summed over sites plus V·nᵢnⱼ summed over edges, each edge counted once, with `U` and `V` arbitrary real numbers and no hopping. The theorem says that the energy minus that of the state with one electron per site equals (U − zV)/2 · Σᵢ(nᵢ − 1)² plus V/4 times the sum of (nᵢ + nⱼ − 2)² over ordered pairs of neighbours. The attempt expands the bond squares, uses regularity to turn sums over neighbours into `z` times sums over sites, and uses the fact that the total excess charge is zero.

An attempt in Lean 4 with a fault in it:

```lean
import Mathlib

open Finset

namespace ExtendedHubbardChargeOrder

noncomputable section

/-- The uniform state, with one electron on every site. -/
def uniform {ι : Type*} : ι → ℕ := fun _ => 1

variable {ι : Type*} [Fintype ι]

/-- Occupations 0, 1 or 2 on each site, with as many electrons as sites. -/
def HalfFilled (n : ι → ℕ) : Prop :=
  (∀ i, n i ≤ 2) ∧ ∑ i, n i = Fintype.card ι

variable (G : SimpleGraph ι) [DecidableRel G.Adj]

/-- On-site repulsion `U` per pair of electrons on the same site plus intersite repulsion `V n_i
n_j` per edge; the edge sum is half the sum over ordered pairs of neighbours. -/
def energy (U V : ℝ) (n : ι → ℕ) : ℝ :=
  U * ∑ i, (n i : ℝ) * ((n i : ℝ) - 1) / 2
    + V * ((∑ i, ∑ j ∈ G.neighborFinset i, (n i : ℝ) * (n j : ℝ)) / 2)

variable {G} {z : ℕ} {U V : ℝ}

/-- The total excess charge is the number of electrons minus the number of sites. -/
theorem sum_excess (n : ι → ℕ) :
    ∑ i, ((n i : ℝ) - 1) = ((∑ i, n i : ℕ) : ℝ) - (Fintype.card ι : ℝ) := by
  simp [Finset.sum_sub_distrib]

/-- Summing a site quantity over all neighbours of its site gives `z` times its total. -/
theorem bond_sum_left (hG : G.IsRegularOfDegree z) (f : ι → ℝ) :
    ∑ i, ∑ _j ∈ G.neighborFinset i, f i = z * ∑ i, f i := by
  rw [Finset.mul_sum]
  refine Finset.sum_congr rfl fun i _ => ?_
  rw [Finset.sum_const, SimpleGraph.card_neighborFinset_eq_degree, hG.degree_eq i,
    nsmul_eq_mul]

/-- Summing a site quantity at the far end of every directed bond gives `z` times its total. -/
theorem bond_sum_right (hG : G.IsRegularOfDegree z) (f : ι → ℝ) :
    ∑ i, ∑ j ∈ G.neighborFinset i, f j = z * ∑ i, f i := by
  rw [← bond_sum_left hG f]
  refine Finset.sum_comm' ?_
  intro i j
  simp [G.adj_comm i j]

/-- On a `z`-regular lattice, the energy of a half-filled state relative to the uniform one, as a
weighted sum of squares of site excesses and of bond excesses. -/
theorem energy_sub_uniform (hG : G.IsRegularOfDegree z) {n : ι → ℕ} (hn : HalfFilled n) :
    energy G U V n - energy G U V uniform
      = (U - z * V) / 2 * ∑ i, ((n i : ℝ) - 1) ^ 2
        + V / 4 * ∑ i, ∑ j ∈ G.neighborFinset i, ((n i : ℝ) + (n j : ℝ) - 2) ^ 2 := by
  have h0 : ∑ i, ((n i : ℝ) - 1) = 0 := by
    rw [sum_excess, hn.2, sub_self]
  have hu : energy G U V uniform
      = V * ((∑ i, ∑ _j ∈ G.neighborFinset i, (1 : ℝ)) / 2) := by
    simp [energy, uniform]
  have hsite : ∑ i, (n i : ℝ) * ((n i : ℝ) - 1) / 2
      = (∑ i, ((n i : ℝ) - 1) ^ 2 + ∑ i, ((n i : ℝ) - 1)) / 2 := by
    rw [← Finset.sum_add_distrib, Finset.sum_div]
    exact Finset.sum_congr rfl fun i _ => by ring
  -- expand the bond squares in the excess charges
  have hsq : ∑ i, ∑ j ∈ G.neighborFinset i, ((n i : ℝ) + (n j : ℝ) - 2) ^ 2
      = ∑ i, ∑ _j ∈ G.neighborFinset i, ((n i : ℝ) - 1) ^ 2
        + ∑ i, ∑ j ∈ G.neighborFinset i, ((n j : ℝ) - 1) ^ 2
        + 2 * ∑ i, ∑ j ∈ G.neighborFinset i, (n i : ℝ) * (n j : ℝ)
        - 2 * ∑ i, ∑ _j ∈ G.neighborFinset i, (1 : ℝ)
        - 2 * ∑ i, ∑ _j ∈ G.neighborFinset i, ((n i : ℝ) - 1)
        - 2 * ∑ i, ∑ j ∈ G.neighborFinset i, ((n j : ℝ) - 1) := by
    simp only [Finset.mul_sum, ← Finset.sum_add_distrib, ← Finset.sum_sub_distrib]
    exact Finset.sum_congr rfl fun i _ => Finset.sum_congr rfl fun j _ => by ring
  have a1 : ∑ i, ∑ _j ∈ G.neighborFinset i, ((n i : ℝ) - 1) ^ 2
      = z * ∑ i, ((n i : ℝ) - 1) ^ 2 := bond_sum_left hG (fun i => ((n i : ℝ) - 1) ^ 2)
  have a2 : ∑ i, ∑ j ∈ G.neighborFinset i, ((n j : ℝ) - 1) ^ 2
      = z * ∑ i, ((n i : ℝ) - 1) ^ 2 := bond_sum_right hG (fun i => ((n i : ℝ) - 1) ^ 2)
  have a3 : ∑ i, ∑ _j ∈ G.neighborFinset i, ((n i : ℝ) - 1)
      = z * ∑ i, ((n i : ℝ) - 1) := bond_sum_left hG (fun i => (n i : ℝ) - 1)
  have a4 : ∑ i, ∑ j ∈ G.neighborFinset i, ((n j : ℝ) - 1)
      = z * ∑ i, ((n i : ℝ) - 1) := bond_sum_right hG (fun i => (n i : ℝ) - 1)
  rw [a1, a2, a3, a4, h0] at hsq
  rw [h0] at hsite
  rw [hu, energy, hsite, hsq]
  ring

end

end ExtendedHubbardChargeOrder
```

Lean reports:

```
Main.lean:74:44: error(lean.synthInstanceFailed): failed to synthesize instance of type class
  HPow ℝ ℕ ℕ

Hint: Type class instance resolution failures can be inspected with the `set_option trace.Meta.synthInstance true` command.
Main.lean:75:17: error(lean.synthInstanceFailed): failed to synthesize instance of type class
  HPow ℝ ℕ ℕ

Hint: Type class instance resolution failures can be inspected with the `set_option trace.Meta.synthInstance true` command.
Main.lean:75:40: error: Type mismatch
  bond_sum_left hG fun i => (↑(n i) - 1) ^ 2
has type
  ∑ i, ∑ _j ∈ G.neighborFinset i, @HPow.hPow ℝ ℕ ℝ instHPow (↑(n i) - 1) 2 = ↑z * ∑ i, (↑(n i) - 1) ^ 2
but is expected to have type
  ∑ i, ∑ _j ∈ G.neighborFinset i, @HPow.hPow ℝ ℕ ℕ (?m.631 i _j) (↑(n i) - 1) 2 = z * ∑ i, (↑(n i) - 1) ^ 2
```

What went wrong. All three messages concern `a1`. Its sums have a square as summand, and when Lean elaborates them the result type of `^` is still undetermined: the base is real, but the literal exponent `2` has not yet been given a type. The only known type among the terms of the equation is then that of `z`, a natural number, so Lean takes both sides to be in `ℕ`. This requires a power with real base and natural-number result, hence the two failures to synthesize `HPow ℝ ℕ ℕ`. The type mismatch follows from the same choice, as `bond_sum_left` supplies an equation between reals, with `z` cast to `ℝ`.

Writing `(z : ℝ)` makes the known type real, so the powers are real and the statement matches the lemma. `a2` has the same form and needs the same change; it has no message of its own because the proof stops at the error in `a1`. In `a3` and `a4` the summand is a plain subtraction of reals, whose type is already known, so Lean would cast `z` by itself and the change there is mere tidying.

Fix (accepted with no message):

```diff
@@ -73,11 +73,11 @@
     exact Finset.sum_congr rfl fun i _ => Finset.sum_congr rfl fun j _ => by ring
   have a1 : ∑ i, ∑ _j ∈ G.neighborFinset i, ((n i : ℝ) - 1) ^ 2
-      = z * ∑ i, ((n i : ℝ) - 1) ^ 2 := bond_sum_left hG (fun i => ((n i : ℝ) - 1) ^ 2)
+      = (z : ℝ) * ∑ i, ((n i : ℝ) - 1) ^ 2 := bond_sum_left hG (fun i => ((n i : ℝ) - 1) ^ 2)
   have a2 : ∑ i, ∑ j ∈ G.neighborFinset i, ((n j : ℝ) - 1) ^ 2
-      = z * ∑ i, ((n i : ℝ) - 1) ^ 2 := bond_sum_right hG (fun i => ((n i : ℝ) - 1) ^ 2)
+      = (z : ℝ) * ∑ i, ((n i : ℝ) - 1) ^ 2 := bond_sum_right hG (fun i => ((n i : ℝ) - 1) ^ 2)
   have a3 : ∑ i, ∑ _j ∈ G.neighborFinset i, ((n i : ℝ) - 1)
-      = z * ∑ i, ((n i : ℝ) - 1) := bond_sum_left hG (fun i => (n i : ℝ) - 1)
+      = (z : ℝ) * ∑ i, ((n i : ℝ) - 1) := bond_sum_left hG (fun i => (n i : ℝ) - 1)
   have a4 : ∑ i, ∑ j ∈ G.neighborFinset i, ((n j : ℝ) - 1)
-      = z * ∑ i, ((n i : ℝ) - 1) := bond_sum_right hG (fun i => (n i : ℝ) - 1)
+      = (z : ℝ) * ∑ i, ((n i : ℝ) - 1) := bond_sum_right hG (fun i => (n i : ℝ) - 1)
   rw [a1, a2, a3, a4, h0] at hsq
   rw [h0] at hsite
```
